# The absolute monomial coefficients of the Chebyshev polynomial $T_n$ sum to $\frac12\left[(1+\sqrt2)^n+(1-\sqrt2)^n\right]$

Rounding is modelled here as a relative error in each coefficient of a polynomial, while all later arithmetic is free of error. The Hamiltonian $H$, shifted and scaled so that its spectrum lies in $[-1,1]$, is represented by a single real number $x$ in that interval, which stands for one of its eigenvalues. In a polynomial Fermi-operator expansion the density matrix is approximated by a polynomial in $H$; within this scalar model, the theorems below compare how coefficient errors act when the polynomial is written in powers of $x$ and when it is written in Chebyshev polynomials.

## Coefficient sum and perturbed value

```lean
import Mathlib

open Polynomial

namespace ChebyshevMonomialCancellation

noncomputable section

/-- The sum of the absolute values of the monomial coefficients of a polynomial. -/
def monomialWeight (p : ℝ[X]) : ℝ := ∑ k ∈ p.support, |p.coeff k|
```

A real polynomial $p(x)=\sum_k p_k x^k$ has the Lean type `ℝ[X]`, and `p.coeff k` is $p_k$. The set `p.support` contains the finitely many $k$ with $p_k\neq0$. The definition therefore reads
$$W(p)=\sum_k |p_k| .$$

```lean
/-- The value at `x` of the polynomial `p` summed in powers of `x`, when the `k`-th coefficient
carries the relative error `δ k`. -/
def roundedEval (p : ℝ[X]) (δ : ℕ → ℝ) (x : ℝ) : ℝ :=
  ∑ k ∈ p.support, p.coeff k * (1 + δ k) * x ^ k
```

This is the value of the polynomial after its coefficients have been perturbed,
$$\tilde p_\delta(x)=\sum_k p_k(1+\delta_k)x^k .$$
The function `δ` assigns a real number to every index $k$. Since the errors are relative, a coefficient that is zero stays zero.

## A companion polynomial with plus signs

```lean
/-- The companion polynomials: the Chebyshev recursion with its minus sign turned into plus. -/
def companion : ℕ → ℝ[X]
  | 0 => 1
  | 1 => X
  | n + 2 => C 2 * (X * companion (n + 1)) + companion n
```

The Chebyshev polynomials satisfy $T_0=1$, $T_1=x$ and $T_{n+2}=2xT_{n+1}-T_n$. The companion polynomials $S_n$ start in the same way and obey
$$S_{n+2}=2xS_{n+1}+S_n .$$
In Lean, `X` is the polynomial variable and `C 2` is the constant polynomial 2. For example, $T_2=2x^2-1$ and $S_2=2x^2+1$.

```lean
/-- The coefficients of `T_n` and of its companion agree up to powers of the imaginary unit. -/
theorem phase_relation (n k : ℕ) :
    ((Chebyshev.T ℝ n).coeff k : ℂ) * Complex.I ^ k
      = Complex.I ^ n * ((companion n).coeff k : ℂ) := by
  induction n using Nat.twoStepInduction generalizing k with
  | zero => rcases k with _ | k <;> simp [companion, coeff_one]
  | one =>
    by_cases h : 1 = k
    · subst h
      simp [companion, coeff_X]
    · simp [companion, coeff_X, h]
  | more n ih0 ih1 =>
    have hT : Chebyshev.T ℝ ((n + 2 : ℕ) : ℤ)
        = C 2 * (X * Chebyshev.T ℝ ((n + 1 : ℕ) : ℤ)) - Chebyshev.T ℝ (n : ℤ) := by
      have hc : (C (2 : ℝ) : ℝ[X]) = 2 := map_ofNat C 2
      have h := Chebyshev.T_add_two ℝ (n : ℤ)
      rw [hc]
      push_cast
      rw [h]
      ring
    rw [hT, companion]
    -- compare coefficients; each step of two in `n` costs a factor `I ^ 2 = -1`
    rcases k with _ | k
    · have h0 := ih0 0
      simp only [coeff_sub, coeff_add, mul_coeff_zero, coeff_X_zero, coeff_C_zero,
        zero_mul, mul_zero, zero_sub, zero_add, Complex.ofReal_neg]
      linear_combination -h0 - Complex.I ^ n * ((companion n).coeff 0 : ℂ) * Complex.I_sq
    · have h0 := ih0 (k + 1)
      have h1 := ih1 k
      simp only [coeff_sub, coeff_add, coeff_C_mul, coeff_X_mul, Complex.ofReal_sub,
        Complex.ofReal_add, Complex.ofReal_mul, Complex.ofReal_ofNat]
      linear_combination 2 * Complex.I * h1 - h0
        - Complex.I ^ n * ((companion n).coeff (k + 1) : ℂ) * Complex.I_sq
```

Write $t_{n,k}$ and $s_{n,k}$ for the coefficients of $x^k$ in $T_n$ and $S_n$. The theorem says
$$t_{n,k}\,i^k=i^n s_{n,k},$$
which is the identity $T_n(ix)=i^nS_n(x)$ read coefficient by coefficient.

By hand, one checks $n=0$ and $n=1$ directly and then assumes the relation for $n$ and $n+1$. For the constant term, the recursion gives
$$t_{n+2,0}=-t_{n,0}=-i^n s_{n,0}=i^{n+2}s_{n+2,0}.$$
For the coefficient of $x^{k+1}$ it gives
$$\begin{aligned}
t_{n+2,k+1}\,i^{k+1}&=2i\,(t_{n+1,k}\,i^k)-t_{n,k+1}\,i^{k+1}\\
&=2i\,i^{n+1}s_{n+1,k}-i^n s_{n,k+1}\\
&=i^{n+2}(2s_{n+1,k}+s_{n,k+1})=i^{n+2}s_{n+2,k+1}.
\end{aligned}$$

The Lean proof has the same shape. `Nat.twoStepInduction` supplies the two starting cases and the step from $n$ and $n+1$ to $n+2$. The words `generalizing k` make the induction hypotheses available for every $k$, which is needed because the step uses both $k$ and $k+1$. The auxiliary equation `hT` is the Chebyshev recursion, and `rcases` separates the constant term from the others. Each `linear_combination` line names the multiples of known equations that add up to the goal; `Complex.I_sq` is $i^2=-1$.

```lean
/-- All coefficients of the companion polynomials are non-negative. -/
theorem companion_coeff_nonneg (n k : ℕ) : 0 ≤ (companion n).coeff k := by
  induction n using Nat.twoStepInduction generalizing k with
  | zero => rw [companion, coeff_one]; split_ifs <;> norm_num
  | one => rw [companion, coeff_X]; split_ifs <;> norm_num
  | more n ih0 ih1 =>
    rw [companion, coeff_add, coeff_C_mul]
    rcases k with _ | k
    · rw [mul_coeff_zero, coeff_X_zero]
      linarith [ih0 0]
    · rw [coeff_X_mul]
      linarith [ih0 (k + 1), ih1 k]
```

This states $s_{n,k}\ge0$. The coefficients of $S_0$ and $S_1$ are 0 or 1, and the recursion only adds non-negative numbers: $s_{n+2,0}=s_{n,0}$ and $s_{n+2,k+1}=2s_{n+1,k}+s_{n,k+1}$. The tactic `linarith` draws the conclusion from these linear relations.

```lean
/-- The companion of `T_n` has the value `((1 + √2)^n + (1 - √2)^n) / 2` at `x = 1`. -/
theorem companion_eval_one (n : ℕ) :
    (companion n).eval 1 = ((1 + √2) ^ n + (1 - √2) ^ n) / 2 := by
  have hs : √2 ^ 2 = (2 : ℝ) := Real.sq_sqrt (by norm_num)
  induction n using Nat.twoStepInduction with
  | zero => simp [companion]
  | one => rw [companion, eval_X]; ring
  | more n ih0 ih1 =>
    rw [companion]
    simp only [eval_add, eval_mul, eval_C, eval_X, ih0, ih1]
    linear_combination (-((1 + √2) ^ n + (1 - √2) ^ n) / 2) * hs
```

Set $a_n=S_n(1)$. Putting $x=1$ in the recursion gives
$$a_0=a_1=1,\qquad a_{n+2}=2a_{n+1}+a_n .$$
The trial solution $r^n$ requires $r^2=2r+1$, so $r=1\pm\sqrt2$. The combination that matches both starting values is
$$a_n=\frac{(1+\sqrt2)^n+(1-\sqrt2)^n}{2}.$$
Lean does not need to find this formula, only to verify it by two-step induction. The only property of the square root that enters is `hs`, which says $(\sqrt2)^2=2$.

## The sum for $T_n$ and its growth

```lean
/-- The absolute values of the coefficients of `T_n` are the coefficients of its companion. -/
theorem abs_coeff_T (n k : ℕ) : |(Chebyshev.T ℝ n).coeff k| = (companion n).coeff k := by
  have h := congrArg norm (phase_relation n k)
  simp only [norm_mul, norm_pow, Complex.norm_I, one_pow, mul_one, one_mul, Complex.norm_real,
    Real.norm_eq_abs] at h
  rw [h, abs_of_nonneg (companion_coeff_nonneg n k)]
```

Taking absolute values in $t_{n,k}\,i^k=i^ns_{n,k}$ removes the powers of $i$, because $|i|=1$. This leaves $|t_{n,k}|=|s_{n,k}|$, and non-negativity turns the right-hand side into $s_{n,k}$. In the proof, `congrArg norm` applies the complex absolute value to both sides.

```lean
/-- The absolute values of the monomial coefficients of `T_n` sum to
`((1 + √2)^n + (1 - √2)^n) / 2`. -/
theorem monomialWeight_T (n : ℕ) :
    monomialWeight (Chebyshev.T ℝ n) = ((1 + √2) ^ n + (1 - √2) ^ n) / 2 := by
  have hs : (Chebyshev.T ℝ n).support = (companion n).support := by
    ext k
    rw [mem_support_iff, mem_support_iff, ← abs_coeff_T, abs_ne_zero]
  rw [monomialWeight, hs, ← companion_eval_one n, eval_eq_sum, Polynomial.sum]
  exact Finset.sum_congr rfl fun k _ => by simp [abs_coeff_T]
```

The coefficient sum now follows in one line:
$$W(T_n)=\sum_k|t_{n,k}|=\sum_k s_{n,k}=S_n(1)=\frac{(1+\sqrt2)^n+(1-\sqrt2)^n}{2}.$$
The first values are $1,1,3,7,17$. Lean also has to know that both sums run over the same indices. This is `hs`: a coefficient of $T_n$ vanishes exactly when the corresponding coefficient of $S_n$ does.

The cancellation is visible at $x=1$. There the monomial terms have absolute values that add up to $W(T_n)$, yet the terms themselves add up to $T_n(1)=1$.

```lean
/-- The coefficient sum of `T_n` grows like `(1 + √2)^n / 2`: its ratio to `(1 + √2)^n`
tends to one half. -/
theorem monomialWeight_T_growth :
    Filter.Tendsto (fun n : ℕ => monomialWeight (Chebyshev.T ℝ n) / (1 + √2) ^ n)
      Filter.atTop (nhds (1 / 2)) := by
  have h2 : 0 < √(2 : ℝ) := Real.sqrt_pos.mpr (by norm_num)
  have hp : 0 < 1 + √(2 : ℝ) := by linarith
  have hr : |(1 - √2) / (1 + √2)| < 1 := by
    rw [abs_lt]
    constructor
    · rw [lt_div_iff₀ hp]; linarith
    · rw [div_lt_iff₀ hp]; linarith
  have h := ((tendsto_pow_atTop_nhds_zero_of_abs_lt_one hr).div_const 2).const_add (1 / 2)
  rw [zero_div, add_zero] at h
  refine h.congr fun n => ?_
  have hn : (1 + √(2 : ℝ)) ^ n ≠ 0 := (pow_pos hp n).ne'
  rw [monomialWeight_T, div_pow]
  field_simp
```

Dividing the closed form by $(1+\sqrt2)^n$ gives
$$\frac{W(T_n)}{(1+\sqrt2)^n}=\frac12+\frac12\left(\frac{1-\sqrt2}{1+\sqrt2}\right)^n\longrightarrow\frac12,$$
since the fraction in brackets has absolute value below 1. That inequality is `hr`. `Filter.Tendsto` with `Filter.atTop` and `nhds (1 / 2)` is Mathlib's way of writing a limit of $1/2$ as $n\to\infty$. For large $n$, each further degree thus multiplies the coefficient sum by about $2.41$.

## The largest error in powers of $x$

```lean
/-- Let `ε ≥ 0`. Over all `x` in `[-1, 1]` and all coefficient errors of relative size at most `ε`,
the largest error of a polynomial summed in powers of `x` is exactly `ε` times its absolute
coefficient sum. -/
theorem isGreatest_error (p : ℝ[X]) {ε : ℝ} (hε : 0 ≤ ε) :
    IsGreatest {e | ∃ x ∈ Set.Icc (-1 : ℝ) 1, ∃ δ : ℕ → ℝ, (∀ k, |δ k| ≤ ε) ∧
      e = |roundedEval p δ x - p.eval x|} (ε * monomialWeight p) := by
  have key : ∀ (δ : ℕ → ℝ) (x : ℝ), roundedEval p δ x - p.eval x
      = ∑ k ∈ p.support, p.coeff k * δ k * x ^ k := by
    intro δ x
    rw [roundedEval, eval_eq_sum, Polynomial.sum, ← Finset.sum_sub_distrib]
    exact Finset.sum_congr rfl fun k _ => by ring
  constructor
  · -- attained at `x = 1` with errors aligned to the signs of the coefficients
    refine ⟨1, by norm_num, fun k => if 0 ≤ p.coeff k then ε else -ε, fun k => ?_, ?_⟩
    · dsimp only
      split_ifs <;> simp [abs_of_nonneg hε]
    · have hsum : ∑ k ∈ p.support, p.coeff k * (if 0 ≤ p.coeff k then ε else -ε) * 1 ^ k
          = ε * monomialWeight p := by
        rw [monomialWeight, Finset.mul_sum]
        refine Finset.sum_congr rfl fun k _ => ?_
        split_ifs with h
        · rw [abs_of_nonneg h, one_pow]; ring
        · rw [abs_of_neg (not_le.mp h), one_pow]; ring
      rw [key, hsum, abs_of_nonneg]
      exact mul_nonneg hε (Finset.sum_nonneg fun k _ => abs_nonneg _)
  · rintro e ⟨x, hx, δ, hδ, rfl⟩
    rw [key, monomialWeight, Finset.mul_sum]
    refine (Finset.abs_sum_le_sum_abs _ _).trans (Finset.sum_le_sum fun k _ => ?_)
    have h1 : |x| ^ k ≤ 1 := pow_le_one₀ (abs_nonneg x) (abs_le.mpr ⟨hx.1, hx.2⟩)
    have h2 := hδ k
    rw [abs_mul, abs_mul, abs_pow]
    calc |p.coeff k| * |δ k| * |x| ^ k ≤ |p.coeff k| * ε * 1 := by gcongr
      _ = ε * |p.coeff k| := by ring
```

This theorem holds for every real polynomial $p$ and every $\varepsilon\ge0$. The set in braces contains all errors $e=|\tilde p_\delta(x)-p(x)|$ that can occur with $x\in[-1,1]$ and $|\delta_k|\le\varepsilon$. `IsGreatest` says two things about the number $\varepsilon W(p)$: it belongs to this set, and no element of the set exceeds it. It is therefore a maximum that is reached.

By hand, subtracting the unperturbed value leaves
$$\tilde p_\delta(x)-p(x)=\sum_k p_k\delta_kx^k,$$
which is `key` in the proof. Since $|x|\le1$, the triangle inequality gives
$$\left|\sum_k p_k\delta_kx^k\right|\le\sum_k|p_k|\,|\delta_k|\,|x|^k\le\varepsilon\sum_k|p_k|=\varepsilon W(p).$$
For equality, take $x=1$, with $\delta_k=\varepsilon$ where $p_k\ge0$ and $\delta_k=-\varepsilon$ where $p_k<0$. Every term is then $\varepsilon|p_k|$, and nothing cancels.

The tactic `constructor` splits the claim into these two parts, with attainment first. The `if … then … else` expression is the choice of signs, and `split_ifs` treats its two cases. In the second part, `Finset.abs_sum_le_sum_abs` is the triangle inequality, and `gcongr` bounds the product factor by factor.

```lean
/-- Let `ε ≥ 0`. When `T_n` is summed in powers of `x`, the largest error over all `x` in `[-1, 1]`
and all relative coefficient errors of size at most `ε` is exactly
`ε ((1 + √2)^n + (1 - √2)^n) / 2`. -/
theorem chebyshev_monomial_error (n : ℕ) {ε : ℝ} (hε : 0 ≤ ε) :
    IsGreatest {e | ∃ x ∈ Set.Icc (-1 : ℝ) 1, ∃ δ : ℕ → ℝ, (∀ k, |δ k| ≤ ε) ∧
      e = |roundedEval (Chebyshev.T ℝ n) δ x - (Chebyshev.T ℝ n).eval x|}
      (ε * (((1 + √2) ^ n + (1 - √2) ^ n) / 2)) := by
  rw [← monomialWeight_T]
  exact isGreatest_error _ hε
```

For $p=T_n$, the previous theorem and the closed form combine to
$$\max_{\substack{|x|\le1\\ |\delta_k|\le\varepsilon}}\left|\widetilde{(T_n)}_\delta(x)-T_n(x)\right|=\varepsilon\,\frac{(1+\sqrt2)^n+(1-\sqrt2)^n}{2}.$$
The proof rewrites the closed form back into `monomialWeight` and applies `isGreatest_error`. With $\varepsilon=10^{-16}$ and $n=40$ the right-hand side is about $0.1$, for a polynomial whose values on the interval never exceed 1 in size. Merely storing the coefficients of $T_{40}$ in double precision causes no such error, because they are integers below $2^{53}$ in size and are stored exactly. Relative errors of about this size can arise once they are multiplied by a general expansion coefficient and rounded; the resulting error in the value is then scaled by that coefficient as well.

The maximum is a worst case over all admissible error patterns, and a particular computation may do better. Rounding in the powers of $x$, in the products and in the sums does not enter the model. The result also concerns a single $T_n$. For a full expansion $p=\sum_n c_nT_n$ collected in powers of $x$, `isGreatest_error` gives the amplification $W(p)$, which depends on the $c_n$; if they decay fast enough, they can offset the growth.

## Errors in the Chebyshev coefficients

```lean
/-- On `[-1, 1]` the Chebyshev polynomials are bounded by one in absolute value. -/
theorem abs_T_le_one (n : ℕ) {x : ℝ} (hx : x ∈ Set.Icc (-1 : ℝ) 1) :
    |(Chebyshev.T ℝ n).eval x| ≤ 1 := by
  have h := Chebyshev.T_real_cos (Real.arccos x) n
  rw [Real.cos_arccos hx.1 hx.2] at h
  rw [h]
  exact Real.abs_cos_le_one _
```

For $x\in[-1,1]$ put $\theta=\arccos x$. Then $T_n(x)=T_n(\cos\theta)=\cos(n\theta)$, so $|T_n(x)|\le1$. The proof uses Mathlib's version of this cosine identity, `Chebyshev.T_real_cos`, and replaces $\cos(\arccos x)$ by $x$, which is allowed because $-1\le x\le1$.

```lean
/-- If the coefficients `c n` of a Chebyshev expansion carry relative errors of size at most `ε`,
its value at `x` in `[-1, 1]` changes by at most `ε ∑ |c n|`. -/
theorem chebyshev_expansion_error (N : ℕ) (c δ : ℕ → ℝ) {ε x : ℝ}
    (hδ : ∀ n, |δ n| ≤ ε) (hx : x ∈ Set.Icc (-1 : ℝ) 1) :
    |∑ n ∈ Finset.range N, c n * (1 + δ n) * (Chebyshev.T ℝ n).eval x
      - ∑ n ∈ Finset.range N, c n * (Chebyshev.T ℝ n).eval x|
      ≤ ε * ∑ n ∈ Finset.range N, |c n| := by
  have hε : 0 ≤ ε := (abs_nonneg _).trans (hδ 0)
  rw [← Finset.sum_sub_distrib, Finset.mul_sum]
  refine (Finset.abs_sum_le_sum_abs _ _).trans (Finset.sum_le_sum fun n _ => ?_)
  have h1 := abs_T_le_one n hx
  have h2 := hδ n
  calc |c n * (1 + δ n) * (Chebyshev.T ℝ n).eval x - c n * (Chebyshev.T ℝ n).eval x|
      = |c n| * |δ n| * |(Chebyshev.T ℝ n).eval x| := by
        rw [← abs_mul, ← abs_mul]; congr 1; ring
    _ ≤ |c n| * ε * 1 := by gcongr
    _ = ε * |c n| := by ring

end

end ChebyshevMonomialCancellation
```

Here the relative errors $\delta_n$ sit on the expansion coefficients $c_n$, and the polynomials $T_n$ are evaluated without error. `Finset.range N` contains $0,1,\dots,N-1$, so the expansion has $N$ terms. The change in its value is
$$\left|\sum_{n=0}^{N-1}c_n\delta_nT_n(x)\right|\le\sum_{n=0}^{N-1}|c_n|\,|\delta_n|\,|T_n(x)|\le\varepsilon\sum_{n=0}^{N-1}|c_n| .$$
The last step uses $|\delta_n|\le\varepsilon$ and $|T_n(x)|\le1$, which appear in the proof as `h2` and `h1`. The condition $\varepsilon\ge0$ is not a separate hypothesis, since it follows from $|\delta_0|\le\varepsilon$.

For an expansion that consists of $T_n$ alone, with coefficient 1, this bound is $\varepsilon$. In powers of $x$, the same relative accuracy of the coefficients allows an error of $\varepsilon W(T_n)$. The comparison concerns coefficient errors only; rounding within the recursion that generates the $T_n$ would need its own analysis.

```lean
#print axioms ChebyshevMonomialCancellation.monomialWeight_T
#print axioms ChebyshevMonomialCancellation.monomialWeight_T_growth
#print axioms ChebyshevMonomialCancellation.chebyshev_monomial_error
#print axioms ChebyshevMonomialCancellation.chebyshev_expansion_error
```

```
'ChebyshevMonomialCancellation.monomialWeight_T' depends on axioms: [propext, Classical.choice, Quot.sound]
'ChebyshevMonomialCancellation.monomialWeight_T_growth' depends on axioms: [propext, Classical.choice, Quot.sound]
'ChebyshevMonomialCancellation.chebyshev_monomial_error' depends on axioms: [propext, Classical.choice, Quot.sound]
'ChebyshevMonomialCancellation.chebyshev_expansion_error' depends on axioms: [propext, Classical.choice, Quot.sound]
```
